# For a potential bounded below, the least Euclidean action of a bead chain with fixed ends is nondecreasing and concave in the masses

Suppose a tunnelling path has been optimised for a molecule containing hydrogen, and the deuterated molecule is next. Re-evaluating the action of the old path with the new masses gives an upper bound on the new least action before any new optimisation. The potential energies along the path need not be recomputed, because the Born–Oppenheimer surface is the same for both isotopologues.

In numerical instanton calculations such a path is commonly discretised as a chain of beads, here with fixed ends $a$ and $b$ and a fixed imaginary-time step $\tau$. Its Euclidean action is $A_m(x)=\sum_i m_iK_i(x)+U(x)$, where $m_i$ is the mass of coordinate $i$, $K_i$ its spring term and $U$ the potential sum. The least action is $S(m)=\inf_x A_m(x)$. This setting suits paths between two wells, as in tunnelling splittings; a thermal rate instanton is a saddle point of the action on closed paths, which is a different problem.

## Chains, springs and the action

```lean
import Mathlib

open Finset

namespace InstantonMassDependence

noncomputable section

variable {ι : Type*} [Fintype ι] {N : ℕ}
```

The finite type `ι` labels the Cartesian coordinates, and `N` counts the movable beads.

```lean
/-- Chains of `N + 2` beads, each bead being a configuration with coordinates `ι`. -/
abbrev Chain (N : ℕ) (ι : Type*) := Fin (N + 2) → ι → ℝ
```

A chain assigns a real number `x k i`, written $x_{k,i}$ below, to bead $k=0,\dots,N+1$ and coordinate $i$.

```lean
/-- The chains whose first bead is fixed at `a` and whose last bead is fixed at `b`. -/
def pinned (a b : ι → ℝ) : Set (Chain N ι) :=
  {x | x 0 = a ∧ x (Fin.last (N + 1)) = b}
```

The set `pinned a b` contains the chains with $x_0=a$ and $x_{N+1}=b$.

```lean
/-- The spring term `K_i` of coordinate `i` per unit mass, for a time step `τ > 0`. -/
def spring (τ : ℝ) (x : Chain N ι) (i : ι) : ℝ :=
  ∑ k : Fin (N + 1), (x k.succ i - x k.castSucc i) ^ 2 / (2 * τ)
```

This is $K_i(x)=\sum_{k=0}^{N}(x_{k+1,i}-x_{k,i})^2/(2\tau)$. The index `k` now runs over links: `k.castSucc` is bead $k$ and `k.succ` is bead $k+1$. The mass is not included in `spring`.

```lean
/-- The potential part `U` of the action: the trapezoidal sum of `V` along the chain. -/
def potentialSum (τ : ℝ) (V : (ι → ℝ) → ℝ) (x : Chain N ι) : ℝ :=
  ∑ k : Fin (N + 1), τ * (V (x k.castSucc) + V (x k.succ)) / 2
```

This is $U(x)=\sum_{k=0}^{N}\tau\,[V(x_k)+V(x_{k+1})]/2$. The factor $\tau$ makes it an action, not an energy.

```lean
/-- The discretised Euclidean action `∑ m_i K_i + U`, for a time step `τ > 0`. -/
def action (τ : ℝ) (V : (ι → ℝ) → ℝ) (m : ι → ℝ) (x : Chain N ι) : ℝ :=
  ∑ i, m i * spring τ x i + potentialSum τ V x
```

Each coordinate has its own mass; the three coordinates of one atom may be given equal values.

```lean
/-- The least action `S(m)`: the infimum of the action over chains with fixed endpoints,
for a time step `τ > 0`. -/
def minAction (N : ℕ) (τ : ℝ) (V : (ι → ℝ) → ℝ) (a b m : ι → ℝ) : ℝ :=
  sInf (action τ V m '' (pinned a b : Set (Chain N ι)))
```

`minAction` is $S(m)$, defined as an infimum. Lean assigns the value 0 to the infimum of a set unbounded below, so the definition has its intended meaning only when the action is bounded below.

```lean
/-- The chain `x` has the fixed endpoints and no such chain has a smaller action. -/
def IsMinimiser (τ : ℝ) (V : (ι → ℝ) → ℝ) (a b m : ι → ℝ) (x : Chain N ι) : Prop :=
  x ∈ pinned a b ∧ ∀ y : Chain N ι, y ∈ pinned a b → action τ V m x ≤ action τ V m y
```

`IsMinimiser` demands a global minimum among pinned chains. An optimiser usually certifies only a stationary or local one, and the step from that to a global minimum has to be justified separately.

## Bounds that hold for every chain

```lean
variable {τ c : ℝ} {V : (ι → ℝ) → ℝ} {a b m m' : ι → ℝ}

omit [Fintype ι] in
/-- Some chain joins any two given endpoints. -/
lemma pinned_nonempty (a b : ι → ℝ) : (pinned a b : Set (Chain N ι)).Nonempty :=
  ⟨fun k => if k.val = 0 then a else b, by simp, by simp⟩
```

Placing bead 0 at $a$ and all others at $b$ gives a pinned chain. The number `c` will be a lower bound on $V$: the potential surface has a floor, so the potential energy cannot fall without limit when the system collapses or flies apart.

```lean
omit [Fintype ι] in
/-- For a positive time step the spring terms are nonnegative. -/
lemma spring_nonneg (hτ : 0 < τ) (x : Chain N ι) (i : ι) : 0 ≤ spring τ x i :=
  sum_nonneg fun _ _ => by positivity
```

Each $K_i$ is a sum of squares divided by $2\tau>0$.

```lean
omit [Fintype ι] in
/-- For a positive time step, a lower bound on `V` gives a lower bound on its chain sum. -/
lemma potentialSum_ge (hτ : 0 < τ) (hV : ∀ q, c ≤ V q) (x : Chain N ι) :
    ∑ _k : Fin (N + 1), τ * c ≤ potentialSum τ V x := by
  refine sum_le_sum fun k _ => ?_
  have h1 := mul_le_mul_of_nonneg_left (hV (x k.castSucc)) hτ.le
  have h2 := mul_le_mul_of_nonneg_left (hV (x k.succ)) hτ.le
  linarith
```

Since $V\ge c$, each link contributes at least $\tau c$, so $U(x)\ge(N+1)\tau c$. Lean leaves the right side as a sum of constants.

```lean
/-- For a positive time step, nonnegative masses and `V` bounded below, the action of any
chain with the fixed endpoints is an upper bound on the least action. -/
theorem minAction_le (hτ : 0 < τ) (hV : ∀ q, c ≤ V q) (hm : ∀ i, 0 ≤ m i)
    {x : Chain N ι} (hx : x ∈ pinned a b) :
    minAction N τ V a b m ≤ action τ V m x := by
  refine csInf_le ⟨∑ _k : Fin (N + 1), τ * c, ?_⟩ ⟨x, hx, rfl⟩
  rintro _ ⟨y, _, rfl⟩
  have h1 := potentialSum_ge hτ hV y
  have h2 : 0 ≤ ∑ i, m i * spring τ y i :=
    sum_nonneg fun i _ => mul_nonneg (hm i) (spring_nonneg hτ y i)
  unfold action
  linarith
```

For $m_i\ge0$ the spring part is nonnegative, so $A_m(x)\ge(N+1)\tau c$ for every chain. The infimum is therefore a true lower bound, and $S(m)\le A_m(x)$ for each pinned $x$. `csInf_le` takes exactly these two facts: a lower bound and a member of the set.

## A chain of least action exists

```lean
/-- For a positive time step, positive masses and a continuous potential bounded below,
a chain of least action exists. -/
theorem exists_minimiser (hτ : 0 < τ) (hVc : Continuous V) (hV : ∀ q, c ≤ V q)
    (hm : ∀ i, 0 < m i) (a b : ι → ℝ) :
    ∃ x : Chain N ι, IsMinimiser τ V a b m x := by
  obtain ⟨x₀, hx₀⟩ := pinned_nonempty (N := N) a b
  have hcont : Continuous (action τ V m : Chain N ι → ℝ) := by
    unfold action spring potentialSum
    fun_prop
  let E : ℝ := action τ V m x₀ - ∑ _k : Fin (N + 1), τ * c
  let R : ι → ℝ := fun i => E / m i * (2 * τ) + 1
  let K : Set (Chain N ι) := pinned a b ∩ {x | action τ V m x ≤ action τ V m x₀}
  have hclosed : IsClosed K :=
    ((isClosed_eq (continuous_apply 0) continuous_const).inter
      (isClosed_eq (continuous_apply (Fin.last (N + 1))) continuous_const)).inter
      (isClosed_le hcont continuous_const)
  -- bounded action bounds the length of every link
  have hlink : ∀ x ∈ K, ∀ i, ∀ k : Fin (N + 1),
      (x k.succ i - x k.castSucc i) ^ 2 + 1 ≤ R i := by
    intro x hx i k
    have h1 : (x k.succ i - x k.castSucc i) ^ 2 / (2 * τ) ≤ spring τ x i :=
      single_le_sum (f := fun k : Fin (N + 1) =>
        (x k.succ i - x k.castSucc i) ^ 2 / (2 * τ))
        (fun _ _ => by positivity) (mem_univ k)
    have h2 : m i * spring τ x i ≤ ∑ j, m j * spring τ x j :=
      single_le_sum (f := fun j => m j * spring τ x j)
        (fun j _ => mul_nonneg (hm j).le (spring_nonneg hτ x j)) (mem_univ i)
    have h3 := potentialSum_ge hτ hV x
    have h4 : ∑ j, m j * spring τ x j + potentialSum τ V x ≤ action τ V m x₀ := hx.2
    have h5 : spring τ x i ≤ E / m i := by
      rw [le_div_iff₀ (hm i)]
      change _ ≤ action τ V m x₀ - ∑ _k : Fin (N + 1), τ * c
      linarith
    have h6 := (div_le_iff₀ (by positivity : 0 < 2 * τ)).1 (h1.trans h5)
    change _ ≤ E / m i * (2 * τ) + 1
    linarith
  -- hence every bead stays in a fixed box around the first endpoint
  have hsub : K ⊆ Set.Icc (fun _ i => a i - (N + 1) * R i)
      (fun _ i => a i + (N + 1) * R i) := by
    intro x hx
    have hpos : ∀ i, ∀ k : Fin (N + 2),
        a i - (k.val : ℝ) * R i ≤ x k i ∧ x k i ≤ a i + (k.val : ℝ) * R i := by
      intro i k
      induction k using Fin.induction with
      | zero => simp [hx.1.1]
      | succ k ih =>
        have e : (k.castSucc : Fin (N + 2)).val = k.val := rfl
        rw [e] at ih
        have h := hlink x hx i k
        simp only [Fin.val_succ, Nat.cast_add, Nat.cast_one]
        constructor <;>
          nlinarith [sq_nonneg (x k.succ i - x k.castSucc i - 1),
            sq_nonneg (x k.succ i - x k.castSucc i + 1),
            sq_nonneg (x k.succ i - x k.castSucc i), ih.1, ih.2]
    have hbox : ∀ i, ∀ k : Fin (N + 2), (k.val : ℝ) * R i ≤ (N + 1) * R i := by
      intro i k
      have hR : 0 ≤ R i := le_trans (by positivity) (hlink x hx i 0)
      have hk : (k.val : ℝ) ≤ N + 1 := by exact_mod_cast Nat.lt_succ_iff.1 k.isLt
      exact mul_le_mul_of_nonneg_right hk hR
    exact ⟨fun k i => by linarith [(hpos i k).1, hbox i k],
      fun k i => by linarith [(hpos i k).2, hbox i k]⟩
  obtain ⟨x, hx, hmin⟩ := (isCompact_Icc.of_isClosed_subset hclosed hsub).exists_isMinOn
    ⟨x₀, hx₀, le_refl (action τ V m x₀)⟩ hcont.continuousOn
  refine ⟨x, hx.1, fun y hy => ?_⟩
  by_cases h : action τ V m y ≤ action τ V m x₀
  · exact hmin ⟨hy, h⟩
  · exact le_trans hx.2 (not_le.1 h).le
```

Take any pinned chain $x^0$ and set $E=A_m(x^0)-(N+1)\tau c$, which is an action despite its letter. Consider the pinned chains with $A_m(x)\le A_m(x^0)$; the code calls this set `K`. For each of them
$$m_iK_i(x)\le\sum_j m_jK_j(x)=A_m(x)-U(x)\le E .$$

A link length $d=x_{k+1,i}-x_{k,i}$ therefore obeys $d^2/(2\tau)\le K_i(x)\le E/m_i$. With $R_i=2\tau E/m_i+1$ this reads $d^2+1\le R_i$, which is `hlink`. Since $|d|\le d^2+1$, each link is at most $R_i$ long. Induction along the chain gives $|x_{k,i}-a_i|\le kR_i\le(N+1)R_i$, the steps `hpos` and `hbox`.

The set is closed, because the action is continuous, and it lies in a bounded box, so it is compact. It contains $x^0$, so the action attains a minimum on it. Any pinned chain outside has action above $A_m(x^0)$ and cannot do better. The theorem asks for a potential that is finite and continuous at every configuration. An exact Born–Oppenheimer surface diverges to $+\infty$ where two nuclei coincide, so it has to be made finite there first, for example by a cap at a large value.

Positive masses cannot be weakened to nonnegative ones here. Take one coordinate with $m=0$, one movable bead and $V(q)=1/(1+q^2)$. The bead lowers the action by moving ever further out, and the infimum is never reached.

```lean
/-- The least action is the action of any minimiser. -/
theorem minAction_eq {x : Chain N ι} (hx : IsMinimiser τ V a b m x) :
    minAction N τ V a b m = action τ V m x := by
  refine IsLeast.csInf_eq ⟨⟨x, hx.1, rfl⟩, ?_⟩
  rintro _ ⟨y, hy, rfl⟩
  exact hx.2 y hy
```

If $x$ is a minimiser, then $S(m)=A_m(x)$.

## Changing the masses

```lean
/-- On a fixed chain, a change of masses changes the action by `∑ (m'_i - m_i) K_i`. -/
lemma action_change (m m' : ι → ℝ) (x : Chain N ι) :
    action τ V m' x = action τ V m x + ∑ i, (m' i - m i) * spring τ x i := by
  simp only [action, sub_mul, sum_sub_distrib]
  ring
```

With the chain held fixed, $U$ cancels and
$$A_{m'}(x)=A_m(x)+\sum_i(m'_i-m_i)K_i(x).$$

```lean
/-- For a positive time step, `V` bounded below and nonnegative new masses `m'`, any minimiser
`x` for `m` gives `S(m') ≤ S(m) + ∑ (m'_i - m_i) K_i(x)`. -/
theorem minAction_le_tangent (hτ : 0 < τ) (hV : ∀ q, c ≤ V q) (hm' : ∀ i, 0 ≤ m' i)
    {x : Chain N ι} (hx : IsMinimiser τ V a b m x) :
    minAction N τ V a b m' ≤
      minAction N τ V a b m + ∑ i, (m' i - m i) * spring τ x i := by
  rw [minAction_eq hx, ← action_change]
  exact minAction_le hτ hV hm' hx.1
```

Let $x$ be a minimiser for $m$, and use it as a trial chain for $m'$:
$$S(m')\le A_{m'}(x)=S(m)+\sum_i(m'_i-m_i)K_i(x).$$
The two rewrites supply the equality and `minAction_le` the inequality. The word "tangent" in the name refers to a plane that touches $S$ at $m$; differentiability of $S$ is not claimed.

```lean
/-- For a positive time step and `V` bounded below, the least action does not decrease
when nonnegative masses are increased. -/
theorem minAction_mono (hτ : 0 < τ) (hV : ∀ q, c ≤ V q) (hm : ∀ i, 0 ≤ m i)
    (h : ∀ i, m i ≤ m' i) : minAction N τ V a b m ≤ minAction N τ V a b m' := by
  refine le_csInf ((pinned_nonempty a b).image _) ?_
  rintro _ ⟨x, hx, rfl⟩
  have h1 : 0 ≤ ∑ i, (m' i - m i) * spring τ x i :=
    sum_nonneg fun i _ => mul_nonneg (sub_nonneg.2 (h i)) (spring_nonneg hτ x i)
  rw [action_change m m']
  linarith [minAction_le hτ hV hm hx]
```

If $0\le m_i\le m'_i$ for all $i$, then $S(m)\le A_m(x)\le A_{m'}(x)$ for every pinned $x$, because $K_i\ge0$. Taking the infimum over $x$ on the right, which is `le_csInf`, gives $S(m)\le S(m')$. Neither a minimiser nor continuity of $V$ is needed.

```lean
/-- For a positive time step and `V` bounded below, the least action is jointly concave
in the nonnegative masses. -/
theorem minAction_concave (hτ : 0 < τ) (hV : ∀ q, c ≤ V q) :
    ConcaveOn ℝ {m : ι → ℝ | ∀ i, 0 ≤ m i} (minAction N τ V a b) := by
  constructor
  · intro m hm m' hm' s t hs ht _ i
    exact add_nonneg (mul_nonneg hs (hm i)) (mul_nonneg ht (hm' i))
  · intro m hm m' hm' s t hs ht hst
    refine le_csInf ((pinned_nonempty a b).image _) ?_
    rintro _ ⟨x, hx, rfl⟩
    -- on a fixed chain the action is affine in the masses
    have e : action τ V (s • m + t • m') x
        = s * action τ V m x + t * action τ V m' x := by
      simp only [action, Pi.add_apply, Pi.smul_apply, smul_eq_mul, add_mul, mul_assoc,
        sum_add_distrib, ← mul_sum]
      linear_combination (-potentialSum τ V x) * hst
    rw [e]
    exact add_le_add (mul_le_mul_of_nonneg_left (minAction_le hτ hV hm hx) hs)
      (mul_le_mul_of_nonneg_left (minAction_le hτ hV hm' hx) ht)

end

end InstantonMassDependence
```

`ConcaveOn` first requires the set of nonnegative masses to be convex. Then, for $s,t\ge0$ with $s+t=1$ and every pinned $x$,
$$A_{sm+tm'}(x)=sA_m(x)+tA_{m'}(x)\ge sS(m)+tS(m').$$
The equality uses $U=(s+t)U$, which is the `linear_combination` step. The infimum over $x$ gives concavity in all masses jointly.

In the smallest case, $N=0$, both beads are fixed and only one chain exists. Then $S(m)=\sum_i m_i(b_i-a_i)^2/(2\tau)+\tau[V(a)+V(b)]/2$ is affine in the masses, and the tangent bound is an equality.

```lean
#print axioms InstantonMassDependence.exists_minimiser
#print axioms InstantonMassDependence.minAction_le_tangent
#print axioms InstantonMassDependence.minAction_mono
#print axioms InstantonMassDependence.minAction_concave
```

```
'InstantonMassDependence.exists_minimiser' depends on axioms: [propext, Classical.choice, Quot.sound]
'InstantonMassDependence.minAction_le_tangent' depends on axioms: [propext, Classical.choice, Quot.sound]
'InstantonMassDependence.minAction_mono' depends on axioms: [propext, Classical.choice, Quot.sound]
'InstantonMassDependence.minAction_concave' depends on axioms: [propext, Classical.choice, Quot.sound]
```
